# A biased walk obeys the thermodynamic uncertainty bound in continuous time and violates it when it jumps at every tick of a clock

A particle is driven by a constant force along a line of equivalent sites. It hops forward more often than backward, and the driving dissipates energy. Its displacement $X$ has a mean and a variance, and one can ask how much dissipation a given precision costs. The thermodynamic uncertainty bound, where it holds, sets a minimum:

$$2\langle X\rangle^2 \le \mathrm{Var}(X)\,\Sigma ,$$

where $\Sigma$ is the mean entropy production in units of Boltzmann's constant, counted here as the entropy given to the surroundings, which is the whole entropy production in a steady state. The thermodynamic uncertainty relation concerns currents in a broad class of Markov jump processes; the walk below has a single pair of constant rates, for which the bound follows by direct calculation.

Whether the bound holds depends on how the hops are timed. If they occur at random moments with forward rate $a$ and backward rate $c$, where $a>c>0$, the bound holds strictly. If the particle hops exactly once per tick, forward with probability $a$ and backward with probability $c=1-a$, again with $a>c>0$, the bound fails. For a single non-interacting walker with constant rates, this bears on simulation practice: replacing random waiting times by such a clock can preserve the mean drift while suppressing enough noise to reverse the inequality.

```lean
import Mathlib

open Filter Topology

namespace BiasedWalkUncertainty

noncomputable section
```

## Two walks and their generating functions

Take the clocked walk first. A path of $n$ steps is a list of choices $w_0,\dots,w_{n-1}$, each forward or backward. Its probability is a product of factors $a$ and $c$, and its displacement is a sum of terms $+1$ and $-1$. With a real counting variable $s$, the generating function is

$$G_n(s)=\langle e^{sX}\rangle=\sum_{w} P(w)\,e^{sX(w)} .$$

In Lean a path is a function `w : Fin n → Bool`, with `true` for a forward step. The definition accepts any real $a$ and $c$; they become probabilities through the hypotheses of the later theorems.

```lean
/-- Generating function of the displacement after `n` steps: a sum over all paths, each step
being `+1` with probability `a` and `-1` with probability `c`. -/
def pathGenerating (a c : ℝ) (n : ℕ) (s : ℝ) : ℝ :=
  ∑ w : Fin n → Bool, (∏ i, if w i then a else c) *
    Real.exp (s * ∑ i, if w i then (1 : ℝ) else -1)
```

The cumulant generating function is its logarithm, $K_n(s)=\ln G_n(s)$.

```lean
/-- Cumulant generating function of the discrete-step walk. -/
def discreteCGF (a c : ℝ) (n : ℕ) (s : ℝ) : ℝ := Real.log (pathGenerating a c n s)
```

For the walk in continuous time, forward jumps and backward jumps form independent Poisson processes. After time $t$ their numbers have means $at$ and $ct$, which gives

$$K_t(s)=t\left[a(e^{s}-1)+c(e^{-s}-1)\right].$$

The file takes this expression as a definition and connects it to short time steps below.

```lean
/-- Cumulant generating function at time `t` of the continuous-time walk with forward rate `a`
and backward rate `c`. -/
def continuousCGF (a c t s : ℝ) : ℝ :=
  t * (a * (Real.exp s - 1) + c * (Real.exp (-s) - 1))
```

## Mean, variance and dissipation

For $K=\ln\langle e^{sX}\rangle$, differentiation at $s=0$ gives $K'(0)=\langle X\rangle$ and $K''(0)=\langle X^2\rangle-\langle X\rangle^2$. The file uses these derivatives as the definitions of mean and variance, so both walks are treated by the same two functions.

```lean
/-- Mean displacement: the first cumulant. -/
def mean (K : ℝ → ℝ) : ℝ := deriv K 0

/-- Variance of the displacement: the second cumulant. -/
def variance (K : ℝ → ℝ) : ℝ := deriv (deriv K) 0
```

The entropy production requires a physical postulate. Local detailed balance says that a forward hop exports entropy $\ln(a/c)$ to the surroundings and a backward hop takes the same amount back. Averaged over all realisations of the walk, the total entropy exported is therefore

$$\Sigma=\langle X\rangle\ln\frac ac .$$

This counts the entropy given to the surroundings. For a stationary walk on a ring of equivalent sites it is the whole entropy production; for a particle released at one site of an infinite line, the growing uncertainty of its position would contribute a further term, which the definition omits.

```lean
/-- Mean entropy production, in units of Boltzmann's constant: mean displacement times the
affinity `ln (a / c)`. -/
def entropyProduction (a c : ℝ) (K : ℝ → ℝ) : ℝ := mean K * Real.log (a / c)
```

## The path sum becomes a power

Since the exponential of a sum is a product, each path contributes one factor per step, either $ae^{s}$ or $ce^{-s}$. Summing over all paths means summing each factor independently:

$$G_n(s)=\left(ae^{s}+ce^{-s}\right)^n .$$

The proof starts from the power, writes it as a product over steps of a two-term sum, and expands that product into a sum over paths with `Finset.prod_univ_sum`. It then compares the two sides path by path and step by step. For $n=0$ there is one empty path and both sides equal 1.

```lean
/-- The sum over paths factorises into independent steps. -/
theorem pathGenerating_eq (a c : ℝ) (n : ℕ) (s : ℝ) :
    pathGenerating a c n s = (a * Real.exp s + c * Real.exp (-s)) ^ n := by
  have hprod : (a * Real.exp s + c * Real.exp (-s)) ^ n =
      ∏ _i : Fin n, ∑ b : Bool, (if b then a * Real.exp s else c * Real.exp (-s)) := by
    simp
  rw [hprod, Finset.prod_univ_sum, Fintype.piFinset_univ]
  unfold pathGenerating
  refine Finset.sum_congr rfl fun w _ => ?_
  -- the weight of each path is a product over its steps
  rw [Finset.mul_sum, Real.exp_sum, ← Finset.prod_mul_distrib]
  refine Finset.prod_congr rfl fun i _ => ?_
  by_cases h : w i = true <;> simp [h]
```

## Continuous time as a limit of short steps

Divide the time $t$ into $n$ intervals. In each, let the particle jump forward with probability $at/n$, backward with probability $ct/n$, and otherwise stay where it is. The generating function of one interval is

$$1-\frac{at}{n}-\frac{ct}{n}+\frac{at}{n}e^{s}+\frac{ct}{n}e^{-s}=1+\frac{K_t(s)}{n},$$

and its $n$th power tends to $e^{K_t(s)}$. The Lean proof follows the same route: it takes the limit $(1+x/n)^n\to e^x$ from Mathlib and checks the displayed identity with `ring`. Convergence is stated for each fixed $s$.

The possibility of staying put is what separates this limit from the clocked walk, which moves at every step.

```lean
/-- Dividing the time `t` into `n` short steps with jump probabilities `a t / n` and `c t / n`
gives the generating function of the continuous-time walk as `n` grows. -/
theorem short_step_limit (a c t s : ℝ) :
    Tendsto (fun n : ℕ => ((1 - a * t / n - c * t / n) + a * t / n * Real.exp s
      + c * t / n * Real.exp (-s)) ^ n) atTop (𝓝 (Real.exp (continuousCGF a c t s))) := by
  refine (Real.tendsto_one_add_div_pow_exp (continuousCGF a c t s)).congr fun n => ?_
  have h : 1 + continuousCGF a c t s / n = (1 - a * t / n - c * t / n)
      + a * t / n * Real.exp s + c * t / n * Real.exp (-s) := by
    unfold continuousCGF
    ring
  rw [h]
```

## The first two cumulants

Both calculations need the derivative

$$\frac{d}{ds}\left(xe^{s}+ye^{-s}\right)=xe^{s}-ye^{-s}.$$

The result has the same form with $y$ replaced by $-y$, so the lemma can be applied again for the second derivative.

```lean
/-- Derivative of the exponentially weighted sum of forward and backward jumps. -/
theorem hasDerivAt_weighted (x y s : ℝ) :
    HasDerivAt (fun u => x * Real.exp u + y * Real.exp (-u))
      (x * Real.exp s + -y * Real.exp (-s)) s := by
  have h := ((Real.hasDerivAt_exp s).const_mul x).fun_add
    (((hasDerivAt_id' s).fun_neg.exp).const_mul y)
  exact h.congr_deriv (by ring)
```

In continuous time, $K_t(s)=t\left[ae^{s}+ce^{-s}-(a+c)\right]$, so

$$K_t'(s)=t\left(ae^{s}-ce^{-s}\right),\qquad K_t''(s)=t\left(ae^{s}+ce^{-s}\right).$$

At $s=0$ the mean is $t(a-c)$ and the variance is $t(a+c)$. In the proof, `hK` is the rewritten $K_t$ and `hd` is its first derivative as a function of $s$, which is needed before differentiating a second time.

```lean
/-- In continuous time the displacement has mean `t (a - c)` and variance `t (a + c)`. -/
theorem continuous_cumulants (a c t : ℝ) :
    mean (continuousCGF a c t) = t * (a - c) ∧
      variance (continuousCGF a c t) = t * (a + c) := by
  have hK : continuousCGF a c t =
      fun s => t * ((a * Real.exp s + c * Real.exp (-s)) - (a + c)) := by
    funext s
    unfold continuousCGF
    ring
  have hd : deriv (continuousCGF a c t) =
      fun s => t * (a * Real.exp s + -c * Real.exp (-s)) := by
    rw [hK]
    funext s
    exact (((hasDerivAt_weighted a c s).sub_const (a + c)).const_mul t).deriv
  constructor
  · rw [mean, hd]
    simp only [neg_zero, Real.exp_zero]
    ring
  · rw [variance, hd, ((hasDerivAt_weighted a (-c) 0).const_mul t).deriv]
    simp only [neg_zero, Real.exp_zero]
    ring
```

For the clocked walk put $f(s)=ae^{s}+ce^{-s}$ and $g(s)=ae^{s}-ce^{-s}$. Then $f'=g$, $g'=f$ and $K_n=n\ln f$, so that

$$K_n'=n\,\frac gf,\qquad K_n''=n\,\frac{f^2-g^2}{f^2}.$$

At $s=0$, $f=a+c=1$ and $g=a-c$. The mean is $n(a-c)$, and the variance is

$$n\left[1-(a-c)^2\right]=n\left[(a+c)^2-(a-c)^2\right]=4nac .$$

Positivity of $a$ and $c$ keeps $f$ away from zero, which `hne` records and which both the logarithm and the quotient require. The final lines of the proof substitute $c=1-a$ and compare polynomials.

```lean
/-- After `n` discrete steps the displacement has mean `n (a - c)` and variance `4 n a c`. -/
theorem discrete_cumulants {a c : ℝ} (ha : 0 < a) (hc : 0 < c) (hac : a + c = 1) (n : ℕ) :
    mean (discreteCGF a c n) = n * (a - c) ∧
      variance (discreteCGF a c n) = n * (4 * a * c) := by
  have hne : ∀ s : ℝ, a * Real.exp s + c * Real.exp (-s) ≠ 0 := fun s => by positivity
  have hK : discreteCGF a c n =
      fun s => (n : ℝ) * Real.log (a * Real.exp s + c * Real.exp (-s)) := by
    funext s
    rw [discreteCGF, pathGenerating_eq, Real.log_pow]
  have hd : deriv (discreteCGF a c n) = fun s => (n : ℝ) *
      ((a * Real.exp s + -c * Real.exp (-s)) / (a * Real.exp s + c * Real.exp (-s))) := by
    rw [hK]
    funext s
    exact (((hasDerivAt_weighted a c s).log (hne s)).const_mul (n : ℝ)).deriv
  constructor
  · rw [mean, hd]
    simp only [neg_zero, Real.exp_zero, mul_one, hac]
    ring
  · rw [variance, hd, (((hasDerivAt_weighted a (-c) 0).fun_div
      (hasDerivAt_weighted a c 0) (hne 0)).const_mul (n : ℝ)).deriv]
    simp only [neg_zero, Real.exp_zero, mul_one, hac]
    have hc' : c = 1 - a := by linarith
    rw [hc']
    ring
```

## The logarithm from below

The continuous-time bound rests on

$$\ln(1+x)>\frac{2x}{x+2}\qquad(x>0).$$

Both sides vanish at $x=0$, and the derivative of their difference is

$$\frac1{1+x}-\frac4{(x+2)^2}=\frac{x^2}{(1+x)(x+2)^2}>0 .$$

Now choose $x=(a-c)/c$. Then $1+x=a/c$ and $x+2=(a+c)/c$, so the inequality becomes

$$\ln\frac ac>\frac{2(a-c)}{a+c},\qquad\text{that is,}\qquad (a+c)\ln\frac ac>2(a-c).$$

Mathlib supplies the bound on the logarithm as `Real.lt_log_one_add_of_pos`. The rest of the proof clears the denominators. No normalisation of $a+c$ is assumed, as befits rates.

```lean
/-- For rates `a > c > 0`, `(a + c) ln (a / c)` exceeds `2 (a - c)`. -/
theorem rate_inequality {a c : ℝ} (hc : 0 < c) (h : c < a) :
    2 * (a - c) < (a + c) * Real.log (a / c) := by
  obtain ⟨x, hx⟩ : ∃ x, x = (a - c) / c := ⟨_, rfl⟩
  have hx0 : 0 < x := by
    rw [hx]
    exact div_pos (sub_pos.mpr h) hc
  have hxc : x * c = a - c := by
    rw [hx]
    exact div_mul_cancel₀ _ hc.ne'
  have hr : 1 + x = a / c := by
    rw [eq_div_iff hc.ne']
    linear_combination hxc
  -- rational lower bound on the logarithm
  have hl := Real.lt_log_one_add_of_pos hx0
  rw [hr, div_lt_iff₀ (by linarith)] at hl
  calc 2 * (a - c) = 2 * x * c := by linear_combination -2 * hxc
    _ < Real.log (a / c) * (x + 2) * c := mul_lt_mul_of_pos_right hl hc
    _ = (a + c) * Real.log (a / c) := by linear_combination Real.log (a / c) * hxc
```

## The logarithm from above

The clocked walk needs an estimate in the other direction. Let $u=\ln(a/c)$, which is positive because $a>c$. Since $\sinh u-u$ vanishes at zero and has derivative $\cosh u-1>0$ for $u>0$, we have $u<\sinh u$. Written in terms of $a$ and $c$, this is

$$\ln\frac ac<\frac12\left(\frac ac-\frac ca\right)=\frac{a^2-c^2}{2ac}.$$

Multiplying by $4ac$ and using $a+c=1$ gives

$$4ac\ln\frac ac<2(a-c)(a+c)=2(a-c).$$

In Lean, `Real.sinh_log` performs the translation from $u$ to $a/c$, and the `calc` block carries out the multiplication.

```lean
/-- For step probabilities `a > c > 0` with `a + c = 1`, `4 a c ln (a / c)` is less than
`2 (a - c)`. -/
theorem step_inequality {a c : ℝ} (hc : 0 < c) (h : c < a) (hac : a + c = 1) :
    4 * a * c * Real.log (a / c) < 2 * (a - c) := by
  have ha : 0 < a := hc.trans h
  -- the affinity is smaller than its hyperbolic sine
  have hs : Real.log (a / c) < Real.sinh (Real.log (a / c)) :=
    Real.self_lt_sinh_iff.mpr (Real.log_pos ((one_lt_div hc).mpr h))
  rw [Real.sinh_log (div_pos ha hc), inv_div] at hs
  calc 4 * a * c * Real.log (a / c) < 4 * a * c * ((a / c - c / a) / 2) :=
        mul_lt_mul_of_pos_left hs (by positivity)
    _ = 2 * (a - c) * (a + c) := by
        field_simp
        ring
    _ = 2 * (a - c) := by rw [hac, mul_one]
```

## The bound holds with random waiting times

Inserting the continuous-time cumulants, the two sides to be compared are

$$2\langle X\rangle^2=2t^2(a-c)^2,\qquad \mathrm{Var}(X)\,\Sigma=t^2(a-c)(a+c)\ln\frac ac .$$

They are the two sides of the rate inequality, each multiplied by the positive number $t^2(a-c)$. The theorem therefore reads: for all real $a>c>0$ and every $t>0$, variance times entropy production is strictly greater than twice the squared mean. The proof names the common factor's positivity `hp`, multiplies by it, and leaves the rearrangement to `linarith`.

The strict sign depends on the bias and on $t>0$: at $a=c$ or $t=0$ both sides vanish. The condition $c>0$ keeps the affinity finite, so a walk with strictly irreversible hops is not covered.

```lean
/-- Thermodynamic uncertainty relation for the continuous-time biased walk: at every time
`t > 0`, variance times entropy production exceeds twice the squared mean displacement. -/
theorem continuous_uncertainty {a c t : ℝ} (hc : 0 < c) (h : c < a) (ht : 0 < t) :
    2 * mean (continuousCGF a c t) ^ 2 <
      variance (continuousCGF a c t) * entropyProduction a c (continuousCGF a c t) := by
  obtain ⟨hm, hv⟩ := continuous_cumulants a c t
  rw [entropyProduction, hm, hv]
  have hp : 0 < t ^ 2 * (a - c) := mul_pos (pow_pos ht 2) (sub_pos.mpr h)
  have hk := mul_lt_mul_of_pos_left (rate_inequality hc h) hp
  linarith
```

## The bound fails with a clock

For the clocked walk the same comparison is between

$$2\langle X\rangle^2=2n^2(a-c)^2,\qquad \mathrm{Var}(X)\,\Sigma=n^2(a-c)\,4ac\ln\frac ac .$$

Multiplying the step inequality by $n^2(a-c)>0$ shows that the second quantity is the smaller one. The theorem states this for all $a>c>0$ with $a+c=1$ and every $n\ge1$, so, with $\Sigma$ as defined, a single step already violates the bound, and taking more steps does not restore it. This is the verdict for the stationary walk on a ring; for a particle released at a known site, adding the omitted entropy of its position can outweigh the deficit at small $n$.

```lean
/-- For the walk that moves at every step, with probabilities `a > c > 0` and `a + c = 1`, variance
times entropy production is less than twice the squared mean displacement after any positive number
of steps. -/
theorem discrete_violation {a c : ℝ} (hc : 0 < c) (h : c < a) (hac : a + c = 1)
    {n : ℕ} (hn : 0 < n) :
    variance (discreteCGF a c n) * entropyProduction a c (discreteCGF a c n) <
      2 * mean (discreteCGF a c n) ^ 2 := by
  obtain ⟨hm, hv⟩ := discrete_cumulants (hc.trans h) hc hac n
  rw [entropyProduction, hm, hv]
  have hn' : (0 : ℝ) < n := Nat.cast_pos.mpr hn
  have hp : 0 < (n : ℝ) ^ 2 * (a - c) := mul_pos (pow_pos hn' 2) (sub_pos.mpr h)
  have hk := mul_lt_mul_of_pos_left (step_inequality hc h hac) hp
  linarith

end

end BiasedWalkUncertainty
```

```lean
#print axioms BiasedWalkUncertainty.short_step_limit
#print axioms BiasedWalkUncertainty.continuous_uncertainty
#print axioms BiasedWalkUncertainty.discrete_violation
```

```
'BiasedWalkUncertainty.short_step_limit' depends on axioms: [propext, Classical.choice, Quot.sound]
'BiasedWalkUncertainty.continuous_uncertainty' depends on axioms: [propext, Classical.choice, Quot.sound]
'BiasedWalkUncertainty.discrete_violation' depends on axioms: [propext, Classical.choice, Quot.sound]
```

## Three forward hops for each backward hop

Take $a=3/4$ and $c=1/4$, so that $\ln(a/c)=\ln3\approx1.0986$, and compare the walks at $t=n=1$. Both have mean displacement $1/2$ and entropy production $\tfrac12\ln3\approx0.549$, and the bound asks for a product of at least $2\cdot(1/2)^2=0.5$.

- With random waiting times the variance is $1$, and the product is about $0.549$. The bound holds.
- With the clock the variance is $4\cdot\tfrac34\cdot\tfrac14=\tfrac34$, and the product is about $0.412$. The bound fails.

The mean and the dissipation agree, so the whole difference lies in the variance: the clock removes the randomness in the number of hops.

## A clocked walk that may rest

The discrete walk could also have been modelled with a probability $1-a-c$ of staying put at each tick. The mean would still be $n(a-c)$, but the variance would become $n\left[a+c-(a-c)^2\right]$, and the verdict would depend on the size of the hopping probabilities as well as on their ratio. With $a=0.3$ and $c=0.1$, the variance per step is $0.36$ and $0.36\ln3\approx0.396$ falls short of $2(a-c)=0.4$, so the bound fails. With $a=0.15$ and $c=0.05$, the variance per step is $0.19$ and $0.19\ln3\approx0.209$ exceeds $0.2$, so it holds. Making hops rarer at a fixed ratio $a/c$ leads back towards the continuous-time walk.
